# For an interaction behaving as -A ln r in two dimensions, the local energy of exp(c r² ln r + γ r) has a finite contact limit only if γ = 0 and c = -μA/2

Two electrons in an atomically thin semiconductor repel each other through a potential softened by the polarisation of the layer. In the Rytova-Keldysh model this repulsion grows only as -A ln r when their distance r goes to zero, with A > 0. In variational or diffusion Monte Carlo I would give the trial function a pair factor f = exp(c r² ln r + γ r), and I want the local energy to stay finite when the electrons meet. With reduced mass μ and in units with ħ = 1, I believe that this requires γ = 0 and c = -μA/2, and that for the pure logarithm the limit is then A. Can this be proved in full, in both directions, and checked by a proof assistant?

## The 1/r term must vanish and the logarithms must cancel

Yes, and the sign of A does not matter, so electron-hole attraction is included. Take ħ = 1 and let V be the potential. The local energy of the relative motion is

E(r) = -(f'' + f'/r)/(2μf) + V(r).

Assume that V(r) + A ln r tends to a finite number w as r → 0+. The pure logarithm V = -A ln r has w = 0.

Let s = f'/f be the logarithmic slope. Differentiating the exponent gives

s = 2c r ln r + c r + γ,

s' = 2c ln r + 3c.

Since f' = s f, the second derivative is f'' = (s' + s²) f. Dividing the slope by r gives

s/r = 2c ln r + c + γ/r.

The sum s' + s² + s/r is the kinetic bracket, so for every r > 0

E(r) = -(4c ln r + 4c + γ/r + s²)/(2μ) + V(r).

Because r ln r → 0, the slope s tends to γ. Now multiply by r:

r E(r) = -(4c r ln r + 4c r + γ + r s²)/(2μ) + r (V + A ln r) - A r ln r.

Everything on the right vanishes in the limit except the γ term, so r E(r) → -γ/(2μ). If E(r) has a finite limit L, then r E(r) → 0, and therefore γ = 0.

With γ = 0, the closed form rearranges to

(4c + 2μA) ln r = 2μ (V + A ln r - E) - 4c - s².

The right side converges to 2μ(w - L) - 4c, while ln r → -∞. The coefficient 4c + 2μA must therefore be zero, which is c = -μA/2.

Conversely, put γ = 0 and c = -μA/2 into the closed form:

E(r) = A + (V + A ln r) - s²/(2μ).

Here s → 0, so E(r) → A + w. For the pure logarithm this is A.

Here is the complete Lean file.

```lean
import Mathlib

open Filter Topology

namespace RytovaKeldyshCusp

noncomputable section

/-- The pair factor `exp (c r² ln r + γ r)` of the trial wave function, for `r > 0`. -/
def pairFactor (c γ r : ℝ) : ℝ := Real.exp (c * r ^ 2 * Real.log r + γ * r)

/-- The local energy `-(f'' + f'/r) / (2 μ f) + V` of a radial function `f` in two dimensions,
for mass `μ ≠ 0`, at distances `r > 0` where `f` does not vanish. -/
def localEnergy (μ : ℝ) (V f : ℝ → ℝ) (r : ℝ) : ℝ :=
  -(deriv (deriv f) r + deriv f r / r) / (2 * μ * f r) + V r

/-- The function `2 c r ln r + c r + γ`, for `r > 0`. -/
def logSlope (c γ r : ℝ) : ℝ := 2 * c * (r * Real.log r) + c * r + γ

/-- For `r > 0` the derivative of the pair factor is `logSlope` times the pair factor. -/
theorem hasDerivAt_pairFactor (c γ : ℝ) {r : ℝ} (hr : 0 < r) :
    HasDerivAt (pairFactor c γ) (logSlope c γ r * pairFactor c γ r) r := by
  have hsq : HasDerivAt (fun x : ℝ => x ^ 2) (2 * r) r := by
    simpa using hasDerivAt_pow 2 r
  have h1 : HasDerivAt (fun x : ℝ => c * x ^ 2 * Real.log x + γ * x) (logSlope c γ r) r := by
    have h := ((hsq.const_mul c).fun_mul (Real.hasDerivAt_log hr.ne')).fun_add
      ((hasDerivAt_id' r).const_mul γ)
    refine h.congr_deriv ?_
    have e : r ^ 2 * r⁻¹ = r := by field_simp
    unfold logSlope
    linear_combination c * e
  exact h1.exp.congr_deriv (mul_comm _ _)

/-- For `r > 0` the local energy of the pair factor is an explicit sum of a logarithm, a `1/r`
term, a constant, the squared logarithmic slope and the potential. -/
theorem localEnergy_pairFactor (μ c γ : ℝ) (V : ℝ → ℝ) {r : ℝ} (hr : 0 < r) :
    localEnergy μ V (pairFactor c γ) r =
      -(4 * c * Real.log r + 4 * c + γ / r + logSlope c γ r ^ 2) / (2 * μ) + V r := by
  have hf : pairFactor c γ r ≠ 0 := (Real.exp_pos _).ne'
  have hs : HasDerivAt (logSlope c γ) (2 * c * Real.log r + 3 * c) r := by
    have h := ((((hasDerivAt_id' r).fun_mul (Real.hasDerivAt_log hr.ne')).const_mul
      (2 * c)).fun_add ((hasDerivAt_id' r).const_mul c)).add_const γ
    refine h.congr_deriv ?_
    have e : r * r⁻¹ = 1 := mul_inv_cancel₀ hr.ne'
    linear_combination 2 * c * e
  -- the first derivative is known on a neighbourhood, so it can be differentiated again
  have h1 : deriv (pairFactor c γ) =ᶠ[𝓝 r] fun x => logSlope c γ x * pairFactor c γ x := by
    filter_upwards [Ioi_mem_nhds hr] with x hx
    exact (hasDerivAt_pairFactor c γ hx).deriv
  have h2 := (hs.fun_mul (hasDerivAt_pairFactor c γ hr)).deriv
  have e : logSlope c γ r / r = 2 * c * Real.log r + c + γ / r := by
    unfold logSlope
    field_simp
  have hnum : -((2 * c * Real.log r + 3 * c) * pairFactor c γ r
      + logSlope c γ r * (logSlope c γ r * pairFactor c γ r)
      + logSlope c γ r * pairFactor c γ r / r) =
      -(4 * c * Real.log r + 4 * c + γ / r + logSlope c γ r ^ 2) * pairFactor c γ r := by
    linear_combination (-pairFactor c γ r) * e
  unfold localEnergy
  rw [h1.deriv_eq, h2, (hasDerivAt_pairFactor c γ hr).deriv, hnum, mul_div_mul_right _ _ hf]

/-- The logarithmic slope tends to `γ` as the particles meet. -/
theorem tendsto_logSlope (c γ : ℝ) : Tendsto (logSlope c γ) (𝓝[>] 0) (𝓝 γ) := by
  have h : Continuous (logSlope c γ) :=
    ((continuous_const.mul Real.continuous_mul_log).add
      (continuous_const.mul continuous_id)).add continuous_const
  have h0 : logSlope c γ 0 = γ := by simp [logSlope]
  have h2 := h.tendsto 0
  rw [h0] at h2
  exact h2.mono_left nhdsWithin_le_nhds

/-- If `V + A ln r` has a finite limit at contact, then `r` times the local energy of the pair
factor tends to `-γ / (2 μ)`. -/
theorem tendsto_mul_localEnergy (μ c γ : ℝ) {A w : ℝ} {V : ℝ → ℝ}
    (hV : Tendsto (fun r => V r + A * Real.log r) (𝓝[>] 0) (𝓝 w)) :
    Tendsto (fun r => r * localEnergy μ V (pairFactor c γ) r) (𝓝[>] 0)
      (𝓝 (-γ / (2 * μ))) := by
  have hx : Tendsto (fun r : ℝ => r) (𝓝[>] 0) (𝓝 0) := nhdsWithin_le_nhds
  have hl : Tendsto (fun r : ℝ => r * Real.log r) (𝓝[>] 0) (𝓝 0) := by
    have h := Real.continuous_mul_log.tendsto 0
    simp only [zero_mul] at h
    exact h.mono_left nhdsWithin_le_nhds
  have h := (((((hl.const_mul (4 * c)).add (hx.const_mul (4 * c))).add_const γ).add
    (hx.mul ((tendsto_logSlope c γ).pow 2))).neg.div_const (2 * μ)).add
    ((hx.mul hV).sub (hl.const_mul A))
  have e : -(4 * c * 0 + 4 * c * 0 + γ + 0 * γ ^ 2) / (2 * μ) + (0 * w - A * 0)
      = -γ / (2 * μ) := by ring
  rw [e] at h
  refine h.congr' ?_
  filter_upwards [self_mem_nhdsWithin] with r hr
  have hr0 : 0 < r := hr
  have hγ : r * (γ / r) = γ := by field_simp
  rw [localEnergy_pairFactor μ c γ V hr0]
  linear_combination (1 / (2 * μ)) * hγ

/-- For `μ ≠ 0` and a potential with `V + A ln r → w` at contact, the pair factor with `γ = 0`
and `c = -μ A / 2` has a local energy that tends to `A + w`. -/
theorem tendsto_localEnergy_of_cusp {μ A w : ℝ} {V : ℝ → ℝ} (hμ : μ ≠ 0)
    (hV : Tendsto (fun r => V r + A * Real.log r) (𝓝[>] 0) (𝓝 w)) :
    Tendsto (localEnergy μ V (pairFactor (-μ * A / 2) 0)) (𝓝[>] 0) (𝓝 (A + w)) := by
  have h := (hV.const_add A).sub
    (((tendsto_logSlope (-μ * A / 2) 0).pow 2).div_const (2 * μ))
  have e : A + w - 0 ^ 2 / (2 * μ) = A + w := by ring
  rw [e] at h
  refine h.congr' ?_
  filter_upwards [self_mem_nhdsWithin] with r hr
  have hm : μ * μ⁻¹ = 1 := mul_inv_cancel₀ hμ
  rw [localEnergy_pairFactor μ _ 0 V hr]
  linear_combination (-(A * (1 + Real.log r))) * hm

/-- For `μ ≠ 0` and a potential with `V + A ln r → w` at contact, the local energy of
`exp (c r² ln r + γ r)` in two dimensions has a finite limit as `r → 0+` if and only if `γ = 0` and
`c = -μ A / 2`. -/
theorem cusp_condition {μ A w : ℝ} {V : ℝ → ℝ} (c γ : ℝ) (hμ : μ ≠ 0)
    (hV : Tendsto (fun r => V r + A * Real.log r) (𝓝[>] 0) (𝓝 w)) :
    (∃ L, Tendsto (localEnergy μ V (pairFactor c γ)) (𝓝[>] 0) (𝓝 L)) ↔
      γ = 0 ∧ c = -μ * A / 2 := by
  constructor
  · rintro ⟨L, hL⟩
    -- a finite limit leaves no room for the `1/r` term
    have hx : Tendsto (fun r : ℝ => r) (𝓝[>] 0) (𝓝 0) := nhdsWithin_le_nhds
    have h0 := tendsto_nhds_unique (hx.mul hL) (tendsto_mul_localEnergy μ c γ hV)
    rw [zero_mul] at h0
    have hγ : γ = 0 := neg_eq_zero.mp
      ((div_eq_zero_iff.mp h0.symm).resolve_right (mul_ne_zero two_ne_zero hμ))
    subst hγ
    refine ⟨rfl, ?_⟩
    by_contra hc
    have hk : 4 * c + 2 * μ * A ≠ 0 := fun h => hc (by linarith)
    -- a surviving logarithm would have to converge
    have h := ((((hV.sub hL).const_mul (2 * μ)).sub_const (4 * c)).sub
      ((tendsto_logSlope c 0).pow 2)).div_const (4 * c + 2 * μ * A)
    refine not_tendsto_nhds_of_tendsto_atBot Real.tendsto_log_nhdsGT_zero _ (h.congr' ?_)
    filter_upwards [self_mem_nhdsWithin] with r hr
    have hm : μ * μ⁻¹ = 1 := mul_inv_cancel₀ hμ
    rw [localEnergy_pairFactor μ c 0 V hr, div_eq_iff hk]
    linear_combination (4 * c * Real.log r + 4 * c + logSlope c 0 r ^ 2) * hm
  · rintro ⟨rfl, rfl⟩
    exact ⟨A + w, tendsto_localEnergy_of_cusp hμ hV⟩

/-- For the purely logarithmic potential `-A ln r` and `μ ≠ 0`, the local energy of the pair factor
tends to a number `L` at contact if and only if `γ = 0`, `c = -μ A / 2` and `L = A`. -/
theorem cusp_condition_log {μ : ℝ} (A c γ L : ℝ) (hμ : μ ≠ 0) :
    Tendsto (localEnergy μ (fun r => -A * Real.log r) (pairFactor c γ)) (𝓝[>] 0) (𝓝 L) ↔
      γ = 0 ∧ c = -μ * A / 2 ∧ L = A := by
  have hV : Tendsto (fun r : ℝ => -A * Real.log r + A * Real.log r) (𝓝[>] 0) (𝓝 0) :=
    tendsto_const_nhds.congr (fun r => by ring)
  have hA := tendsto_localEnergy_of_cusp hμ hV
  rw [add_zero] at hA
  constructor
  · intro hL
    obtain ⟨rfl, rfl⟩ := (cusp_condition c γ hμ hV).mp ⟨L, hL⟩
    exact ⟨rfl, rfl, tendsto_nhds_unique hL hA⟩
  · rintro ⟨rfl, rfl, rfl⟩
    exact hA

/-- If `V + A ln r` has a finite limit at contact and `μ, γ > 0`, the local energy of the pair
factor falls to minus infinity as `r → 0+`, for every `c`. -/
theorem localEnergy_tendsto_atBot {μ γ A w : ℝ} {V : ℝ → ℝ} (c : ℝ) (hμ : 0 < μ) (hγ : 0 < γ)
    (hV : Tendsto (fun r => V r + A * Real.log r) (𝓝[>] 0) (𝓝 w)) :
    Tendsto (localEnergy μ V (pairFactor c γ)) (𝓝[>] 0) atBot := by
  have hneg : -γ / (2 * μ) < 0 := div_neg_of_neg_of_pos (by linarith) (by linarith)
  have h := (tendsto_mul_localEnergy μ c γ hV).neg_mul_atTop hneg tendsto_inv_nhdsGT_zero
  refine h.congr' ?_
  filter_upwards [self_mem_nhdsWithin] with r hr
  have hr0 : r ≠ 0 := ne_of_gt hr
  have e : r * r⁻¹ = 1 := mul_inv_cancel₀ hr0
  linear_combination localEnergy μ V (pairFactor c γ) r * e

end

end RytovaKeldyshCusp
```

```lean
#print axioms RytovaKeldyshCusp.cusp_condition_log
#print axioms RytovaKeldyshCusp.localEnergy_tendsto_atBot
```

```
'RytovaKeldyshCusp.cusp_condition_log' depends on axioms: [propext, Classical.choice, Quot.sound]
'RytovaKeldyshCusp.localEnergy_tendsto_atBot' depends on axioms: [propext, Classical.choice, Quot.sound]
```

## A potential known only through V + A ln r

`pairFactor c γ` is f and `logSlope c γ` is s. `localEnergy μ V f` is the two-dimensional radial local energy, defined for any real function `f` through its actual derivatives `deriv`. The closed form is thus a theorem about this definition and not part of it. The filter `𝓝[>] 0` means that r approaches zero through positive values, and `𝓝 L` means convergence to the real number L.

The main theorem, `cusp_condition`, says that some finite limit `L` exists if and only if `γ = 0 ∧ c = -μ * A / 2`. It has two hypotheses:

- `hμ` says that μ is nonzero. A physical reduced mass is positive, but the equivalence does not need the sign.
- `hV` says that V + A ln r tends to w. It stands for the short-distance behaviour of the screened interaction: A is the strength of the logarithm, and w collects the constant offset, which depends on the screening length.

`cusp_condition_log` treats the pure logarithm and also fixes the value of the limit. For V = -A ln r, the local energy tends to `L` exactly when γ = 0, c = -μA/2 and L = A. `localEnergy_tendsto_atBot` describes one way to fail: under `hV` and for positive μ and γ, the local energy falls to -∞ whatever c is.

The file does not define the full Rytova-Keldysh potential or derive its logarithm; that enters through `hV`. Nor does it show that exact eigenfunctions have this form, since the theorem compares members of one two-parameter family. It treats a single pair in a radial state with f nonzero at contact, so a pair whose wave function has a node there, such as two electrons of equal spin in the same valley, is not covered. Within this two-body model, the result tells a Monte Carlo practitioner which parameter values keep the sampled local energy from diverging when the two particles meet.

## From derivatives to the two conditions in Lean

`hasDerivAt_pairFactor` proves f' = s f by the product and chain rules. `localEnergy_pairFactor` then differentiates once more. A second derivative at r needs the first derivative on a whole neighbourhood of r, and `h1` supplies this, because all points near a positive r are positive. The equation `e` is the formula for s/r, `hnum` collects the kinetic bracket, and the common factor f cancels because an exponential is never zero.

`tendsto_logSlope` gets s → γ from the continuity of x ln x, which Lean extends by the value 0 at x = 0. `tendsto_mul_localEnergy` assembles the limit of r E(r) term by term, then uses the closed form to identify the assembled expression with r E(r) for r > 0.

In the forward direction of `cusp_condition`, r E(r) has the limit 0 from the assumed finite L and the limit -γ/(2μ) from the previous lemma. `tendsto_nhds_unique` equates them, which gives γ = 0. The proof then supposes that c has the wrong value, so that 4c + 2μA is nonzero, and divides the rearranged equation by it. This would make ln r converge, which `not_tendsto_nhds_of_tendsto_atBot` rules out. The `linear_combination` steps check the algebra.

The reverse direction is `tendsto_localEnergy_of_cusp`, which carries out the substitution above and finds the limit A + w. `cusp_condition_log` sets w = 0 and uses uniqueness of limits to fix L. For the divergence, `localEnergy_tendsto_atBot` multiplies r E(r), whose limit is negative, by 1/r, which tends to +∞.

## A Coulomb potential changes the condition

The assumption on V matters. Take μ = 1/2, c = 0, γ = -1 and the attractive potential V = -1/r, so that f = exp(-r). Then s = -1, and the closed form gives

E(r) = -(-1/r + 1) - 1/r = -1.

The local energy is constant although γ is not zero. This potential violates `hV` for every A and w, because r (V + A ln r) tends to -1 instead of 0.

The example belongs to a neighbouring rule. For V = Q/r with a real constant Q, the same argument gives r E(r) → Q - γ/(2μ), so a finite limit needs γ = 2μQ. The 1/r terms then cancel, and the remaining logarithm forces c = 0. The limit is -2μQ². These Coulomb statements come from the closed form by hand and are not theorems of the file.

The contrast shows in the shape of the pair factor. A Coulomb potential with Q ≠ 0 calls for a nonzero slope at contact, whereas the logarithmic interaction calls for zero slope and, when A ≠ 0, a second derivative that diverges logarithmically.
